# Crystal momentum conservation for translation-invariant two-electron integrals on a finite lattice

A crystal momentum is represented here by a character of a finite abelian group G, the group of lattice translations of a periodic supercell. For a wavevector k of the corresponding mesh, the character is χ(a) = exp(i k·a). Two wavevectors that differ by a reciprocal lattice vector give the same character, so an equation between characters already includes the "modulo a reciprocal lattice vector" of the usual momentum balance.

## The selection rule

Let V(a,b,c,d) be a complex array indexed by four lattice cells, and suppose that moving all four cells by the same translation leaves it unchanged. Its transform to crystal momenta is

B(χ₁,χ₂,χ₃,χ₄) = ∑ conj χ₁(a) χ₂(b) conj χ₃(c) χ₄(d) V(a,b,c,d),

with the sum over all a, b, c, d in G. Then

B(χ₁,χ₂,χ₃,χ₄) = 0 unless χ₂χ₄ = χ₁χ₃.

In wavevectors, the condition is k₂ + k₄ = k₁ + k₃ modulo a reciprocal lattice vector. The converse also holds: if every integral that violates the condition vanishes, V is translation invariant.

## Momentum blocks in k-point codes

A periodic Gaussian code with a uniform k-point mesh uses this rule when it stores two-electron integrals for three independent momenta and fixes the fourth by conservation. With |G| mesh points, this leaves |G|³ momentum blocks out of |G|⁴.

The converse matters for debugging. Suppose that real-space screening sets the entry of one quartet of cells to zero but keeps a nonzero entry for a translated copy. The array is then no longer invariant, and at least one momentum-violating integral is nonzero. A code that computes only the conserving blocks never evaluates that integral; a full transform of the same array does.

## Derivation by a common translation

Characters of a finite group are unitary: χ(t) raised to the power |G| equals χ(|G|t) = χ(0) = 1, so |χ(t)| = 1 and conj χ(t) χ(t) = 1.

Fix a translation t and write V_t(a,b,c,d) = V(a+t,b+t,c+t,d+t). Replacing a, b, c, d by a+t, b+t, c+t, d+t only reorders the sum, and each character splits as χ(a+t) = χ(a)χ(t). Hence

B[V] = λ(t) B[V_t], with λ(t) = conj χ₁(t) χ₂(t) conj χ₃(t) χ₄(t).

Multiplying λ(t) = 1 by χ₁(t)χ₃(t) gives χ₂(t)χ₄(t) = χ₁(t)χ₃(t), and multiplying by the conjugates reverses the step. If V is invariant, V_t = V and

(1 − λ(t)) B[V] = 0 for every t.

When χ₂χ₄ ≠ χ₁χ₃, some t has λ(t) ≠ 1, so B[V] = 0.

When momentum is conserved, λ = 1 everywhere. Substituting b = b′+a, c = c′+a, d = d′+a turns each term into λ(a) χ₂(b′) conj χ₃(c′) χ₄(d′) V(0,b′,c′,d′). The sum over a contributes a factor |G|:

B = |G| ∑ χ₂(b) conj χ₃(c) χ₄(d) V(0,b,c,d), summed over b, c, d.

For an on-site interaction, V = U when all four cells coincide and 0 otherwise, so only b = c = d = 0 survives and B = |G|U. With U ≠ 0 no conserving channel vanishes, so translation invariance alone forces no further zeros.

For the converse, let D = V_t − V. In a conserving channel λ(t) = 1, so B[V_t] = B[V]. In a violating channel B[V] = 0 by assumption, and B[V_t] = 0 because λ(t) ≠ 0. Thus B[D] = 0 in every channel. For a function f on G, completeness of the characters gives

∑_χ χ(−x) ∑_a χ(a) f(a) = ∑_a f(a) ∑_χ χ(a−x) = |G| f(x),

so a function with no Fourier components is zero. Applying this to one index of D after another gives D = 0.

Finally, take orbitals p, q, r, s on the periodic supercell and a pair interaction w with w(x+t,y+t) = w(x,y) for every lattice translation t. Their repulsion integrals are

I(a,b,c,d) = ∫∫ conj p(x−a) q(x−b) w(x,y) conj r(y−c) s(y−d) dx dy.

In I(a+t,b+t,c+t,d+t), substitute x → x+t and y → y+t. The orbital arguments return to x−a, x−b, y−c, y−d, and w(x+t,y+t) = w(x,y). The array I is therefore invariant, and the selection rule applies.

The same argument gives the one-electron rule. If h(a+t,b+t) = h(a,b), the sum of conj χ₁(a) χ₂(b) h(a,b) acquires the phase conj χ₁(t) χ₂(t), so it vanishes unless χ₁ = χ₂. This is the block structure of overlap and core Hamiltonian matrices in k; it is derived here by hand and does not appear in the file below.

## Lean source for the rule, its converse and the integrals

```lean
import Mathlib

open ComplexConjugate MeasureTheory

namespace PeriodicRepulsionIntegrals

noncomputable section

variable {G : Type*} [AddCommGroup G] [Fintype G]

/-- A four-index array over lattice cells is translation invariant if moving all four cells
by the same lattice vector leaves it unchanged. -/
def TranslationInvariant (V : G → G → G → G → ℂ) : Prop :=
  ∀ t a b c d, V (a + t) (b + t) (c + t) (d + t) = V a b c d

/-- The four-index array transformed to crystal momenta `χ₁, χ₂, χ₃, χ₄`, with the first and
third index conjugated. -/
def blochIntegral (V : G → G → G → G → ℂ) (χ₁ χ₂ χ₃ χ₄ : AddChar G ℂ) : ℂ :=
  ∑ a, ∑ b, ∑ c, ∑ d, conj (χ₁ a) * χ₂ b * conj (χ₃ c) * χ₄ d * V a b c d

/-- The phase collected by the four Bloch factors under a translation `t` is one exactly when
the momenta balance at `t`. -/
theorem phase_eq_one_iff (χ₁ χ₂ χ₃ χ₄ : AddChar G ℂ) (t : G) :
    conj (χ₁ t) * χ₂ t * conj (χ₃ t) * χ₄ t = 1 ↔ χ₂ t * χ₄ t = χ₁ t * χ₃ t := by
  -- characters of a finite group are unitary
  have unit : ∀ χ : AddChar G ℂ, conj (χ t) * χ t = 1 := fun χ => by
    rw [← AddChar.map_neg_eq_conj, ← AddChar.map_add_eq_mul, neg_add_cancel,
      AddChar.map_zero_eq_one]
  have h₁ := unit χ₁
  have h₃ := unit χ₃
  constructor
  · intro p
    linear_combination χ₁ t * χ₃ t * p - χ₂ t * χ₄ t * conj (χ₃ t) * χ₃ t * h₁
      - χ₂ t * χ₄ t * h₃
  · intro h
    linear_combination conj (χ₁ t) * conj (χ₃ t) * h + conj (χ₃ t) * χ₃ t * h₁ + h₃

/-- Translating all four cells of an array by `t` changes its Bloch transform only by
a phase. -/
theorem blochIntegral_translate (V : G → G → G → G → ℂ) (χ₁ χ₂ χ₃ χ₄ : AddChar G ℂ) (t : G) :
    blochIntegral V χ₁ χ₂ χ₃ χ₄ = conj (χ₁ t) * χ₂ t * conj (χ₃ t) * χ₄ t *
      blochIntegral (fun a b c d => V (a + t) (b + t) (c + t) (d + t)) χ₁ χ₂ χ₃ χ₄ := by
  -- relabel the cells in all four lattice sums
  have key : ∀ F : G → G → G → G → ℂ,
      ∑ a, ∑ b, ∑ c, ∑ d, F (a + t) (b + t) (c + t) (d + t) =
        ∑ a, ∑ b, ∑ c, ∑ d, F a b c d := fun F =>
    Fintype.sum_equiv (Equiv.addRight t) _ _ fun a =>
      Fintype.sum_equiv (Equiv.addRight t) _ _ fun b =>
        Fintype.sum_equiv (Equiv.addRight t) _ _ fun c =>
          Fintype.sum_equiv (Equiv.addRight t) _ _ fun d => rfl
  unfold blochIntegral
  refine (key (fun a b c d =>
    conj (χ₁ a) * χ₂ b * conj (χ₃ c) * χ₄ d * V a b c d)).symm.trans ?_
  simp only [Finset.mul_sum, AddChar.map_add_eq_mul, map_mul]
  refine Finset.sum_congr rfl fun a _ => Finset.sum_congr rfl fun b _ =>
    Finset.sum_congr rfl fun c _ => Finset.sum_congr rfl fun d _ => ?_
  ring

/-- Crystal momentum conservation: the Bloch transform of a translation-invariant array
vanishes unless `χ₂ χ₄ = χ₁ χ₃`. -/
theorem crystal_momentum_conservation {V : G → G → G → G → ℂ} (hV : TranslationInvariant V)
    {χ₁ χ₂ χ₃ χ₄ : AddChar G ℂ} (hχ : χ₂ * χ₄ ≠ χ₁ * χ₃) :
    blochIntegral V χ₁ χ₂ χ₃ χ₄ = 0 := by
  by_contra h0
  refine hχ (DFunLike.ext _ _ fun t => ?_)
  have hs : (fun a b c d => V (a + t) (b + t) (c + t) (d + t)) = V := by
    funext a b c d
    exact hV t a b c d
  have h := blochIntegral_translate V χ₁ χ₂ χ₃ χ₄ t
  rw [hs] at h
  -- a nonzero integral forces the phase to be one
  have p := mul_right_cancel₀ h0 (h.symm.trans (one_mul _).symm)
  rw [AddChar.mul_apply, AddChar.mul_apply]
  exact (phase_eq_one_iff χ₁ χ₂ χ₃ χ₄ t).1 p

/-- For a translation-invariant array and conserved crystal momentum, the first cell can be
fixed at the origin: three lattice sums remain, times the number of cells. -/
theorem blochIntegral_of_conserved {V : G → G → G → G → ℂ} (hV : TranslationInvariant V)
    {χ₁ χ₂ χ₃ χ₄ : AddChar G ℂ} (hχ : χ₂ * χ₄ = χ₁ * χ₃) :
    blochIntegral V χ₁ χ₂ χ₃ χ₄ = Fintype.card G *
      ∑ b, ∑ c, ∑ d, χ₂ b * conj (χ₃ c) * χ₄ d * V 0 b c d := by
  have key : ∀ a, ∑ b, ∑ c, ∑ d, conj (χ₁ a) * χ₂ b * conj (χ₃ c) * χ₄ d * V a b c d =
      ∑ b, ∑ c, ∑ d, χ₂ b * conj (χ₃ c) * χ₄ d * V 0 b c d := by
    intro a
    have hm := DFunLike.congr_fun hχ a
    rw [AddChar.mul_apply, AddChar.mul_apply] at hm
    have p := (phase_eq_one_iff χ₁ χ₂ χ₃ χ₄ a).2 hm
    -- measure the other three cells relative to the first
    refine (Fintype.sum_equiv (Equiv.addRight a) _ _ fun b =>
      Fintype.sum_equiv (Equiv.addRight a) _ _ fun c =>
        Fintype.sum_equiv (Equiv.addRight a) _ _ fun d => ?_).symm
    have hv := hV a 0 b c d
    rw [zero_add] at hv
    simp only [Equiv.coe_addRight, AddChar.map_add_eq_mul, map_mul, hv]
    linear_combination -(χ₂ b * conj (χ₃ c) * χ₄ d * V 0 b c d) * p
  unfold blochIntegral
  rw [Finset.sum_congr rfl fun a _ => key a, Finset.sum_const, Finset.card_univ, nsmul_eq_mul]

/-- An on-site interaction of strength `U` has the Bloch integral `|G| U` in every channel that
conserves crystal momentum. -/
theorem onsite_blochIntegral [DecidableEq G] (U : ℂ) {χ₁ χ₂ χ₃ χ₄ : AddChar G ℂ}
    (hχ : χ₂ * χ₄ = χ₁ * χ₃) :
    blochIntegral (fun a b c d => if b = a ∧ c = a ∧ d = a then U else 0) χ₁ χ₂ χ₃ χ₄ =
      Fintype.card G * U := by
  rw [blochIntegral_of_conserved (fun t a b c d => by simp) hχ]
  rw [Finset.sum_eq_single (0 : G), Finset.sum_eq_single (0 : G),
    Finset.sum_eq_single (0 : G)] <;> simp +contextual

/-- Completeness of the crystal momenta: a lattice function whose Fourier components all vanish
is zero. -/
theorem eq_zero_of_fourier (f : G → ℂ) (h : ∀ χ : AddChar G ℂ, ∑ a, χ a * f a = 0) (x : G) :
    f x = 0 := by
  classical
  have key : ∑ χ : AddChar G ℂ, χ (-x) * ∑ a, χ a * f a = Fintype.card G * f x := by
    simp only [Finset.mul_sum]
    rw [Finset.sum_comm]
    have inner : ∀ a, ∑ χ : AddChar G ℂ, χ (-x) * (χ a * f a) =
        (if a = x then (Fintype.card G : ℂ) else 0) * f a := by
      intro a
      have e := AddChar.sum_apply_eq_ite (a - x)
      simp only [sub_eq_zero] at e
      rw [← e, Finset.sum_mul]
      refine Finset.sum_congr rfl fun χ _ => ?_
      rw [sub_eq_add_neg, AddChar.map_add_eq_mul]
      ring
    rw [Finset.sum_congr rfl fun a _ => inner a]
    simp
  simp only [h, mul_zero, Finset.sum_const_zero] at key
  exact (mul_eq_zero.1 key.symm).resolve_left (Nat.cast_ne_zero.2 Fintype.card_ne_zero)

/-- Converse of the selection rule: if all Bloch integrals that violate crystal momentum
conservation vanish, the array is translation invariant. -/
theorem translationInvariant_of_conservation {V : G → G → G → G → ℂ}
    (h : ∀ χ₁ χ₂ χ₃ χ₄ : AddChar G ℂ, χ₂ * χ₄ ≠ χ₁ * χ₃ → blochIntegral V χ₁ χ₂ χ₃ χ₄ = 0) :
    TranslationInvariant V := by
  intro t
  let W : G → G → G → G → ℂ := fun a b c d => V (a + t) (b + t) (c + t) (d + t)
  let D : G → G → G → G → ℂ := fun a b c d => W a b c d - V a b c d
  -- the array and its translate have the same Bloch transform
  have hD : ∀ χ₁ χ₂ χ₃ χ₄ : AddChar G ℂ, blochIntegral D χ₁ χ₂ χ₃ χ₄ = 0 := by
    intro χ₁ χ₂ χ₃ χ₄
    have hsub : blochIntegral D χ₁ χ₂ χ₃ χ₄ =
        blochIntegral W χ₁ χ₂ χ₃ χ₄ - blochIntegral V χ₁ χ₂ χ₃ χ₄ := by
      simp only [D, blochIntegral, mul_sub, Finset.sum_sub_distrib]
    have ht : blochIntegral V χ₁ χ₂ χ₃ χ₄ = conj (χ₁ t) * χ₂ t * conj (χ₃ t) * χ₄ t *
        blochIntegral W χ₁ χ₂ χ₃ χ₄ := blochIntegral_translate V χ₁ χ₂ χ₃ χ₄ t
    by_cases hχ : χ₂ * χ₄ = χ₁ * χ₃
    · have hm := DFunLike.congr_fun hχ t
      rw [AddChar.mul_apply, AddChar.mul_apply] at hm
      rw [(phase_eq_one_iff χ₁ χ₂ χ₃ χ₄ t).2 hm, one_mul] at ht
      rw [hsub, ht, sub_self]
    · have hp : conj (χ₁ t) * χ₂ t * conj (χ₃ t) * χ₄ t ≠ 0 := by
        have hn : ∀ χ : AddChar G ℂ, χ t ≠ 0 := fun χ h0 => by
          have e := AddChar.map_add_eq_mul χ t (-t)
          rw [add_neg_cancel, AddChar.map_zero_eq_one, h0, zero_mul] at e
          exact one_ne_zero e
        simp [hn]
      rw [h _ _ _ _ hχ] at ht
      rw [hsub, h _ _ _ _ hχ, (mul_eq_zero.1 ht.symm).resolve_left hp, sub_self]
  have fc : ∀ f : G → ℂ, (∀ χ : AddChar G ℂ, ∑ a, conj (χ a) * f a = 0) → ∀ x, f x = 0 := by
    intro f hf
    refine eq_zero_of_fourier f fun χ => ?_
    have e := hf χ⁻¹
    simpa only [AddChar.inv_apply, ← AddChar.map_neg_eq_conj, neg_neg] using e
  -- invert the transform one index at a time
  have h1 : ∀ (χ₂ χ₃ χ₄ : AddChar G ℂ) (a : G),
      ∑ b, ∑ c, ∑ d, χ₂ b * (conj (χ₃ c) * (χ₄ d * D a b c d)) = 0 := fun χ₂ χ₃ χ₄ =>
    fc _ fun χ₁ => by
      simpa only [blochIntegral, Finset.mul_sum, mul_assoc] using hD χ₁ χ₂ χ₃ χ₄
  have h2 : ∀ (χ₃ χ₄ : AddChar G ℂ) (a b : G),
      ∑ c, ∑ d, conj (χ₃ c) * (χ₄ d * D a b c d) = 0 := fun χ₃ χ₄ a =>
    eq_zero_of_fourier _ fun χ₂ => by simpa only [Finset.mul_sum] using h1 χ₂ χ₃ χ₄ a
  have h3 : ∀ (χ₄ : AddChar G ℂ) (a b c : G), ∑ d, χ₄ d * D a b c d = 0 := fun χ₄ a b =>
    fc _ fun χ₃ => by simpa only [Finset.mul_sum] using h2 χ₃ χ₄ a b
  intro a b c d
  exact sub_eq_zero.1 (eq_zero_of_fourier (D a b c) (fun χ₄ => h3 χ₄ a b c) d)

variable {X : Type*} [MeasurableSpace X] [AddAction G X]

/-- The repulsion integral over a periodic supercell `X` for the orbitals `p, q, r, s` translated to
the lattice cells `a, b, c, d`, with pair interaction `w`. -/
def repulsionIntegral (μ : Measure X) (w : X → X → ℝ) (p q r s : X → ℂ) (a b c d : G) : ℂ :=
  ∫ x, ∫ y, conj (p (-a +ᵥ x)) * q (-b +ᵥ x) * (w x y : ℂ) *
    (conj (r (-c +ᵥ y)) * s (-d +ᵥ y)) ∂μ ∂μ

/-- Repulsion integrals conserve crystal momentum when the lattice translations are measurable and
leave the volume measure and the pair interaction unchanged. -/
theorem repulsionIntegral_momentum_conservation [MeasurableConstVAdd G X] (μ : Measure X)
    [VAddInvariantMeasure G X μ] {w : X → X → ℝ}
    (hw : ∀ (t : G) (x y : X), w (t +ᵥ x) (t +ᵥ y) = w x y) (p q r s : X → ℂ)
    {χ₁ χ₂ χ₃ χ₄ : AddChar G ℂ} (hχ : χ₂ * χ₄ ≠ χ₁ * χ₃) :
    blochIntegral (repulsionIntegral μ w p q r s) χ₁ χ₂ χ₃ χ₄ = 0 := by
  refine crystal_momentum_conservation (fun t a b c d => ?_) hχ
  -- translate both electron coordinates by the same lattice vector
  have key : ∀ F : X → X → ℂ,
      ∫ x, ∫ y, F x y ∂μ ∂μ = ∫ x, ∫ y, F (t +ᵥ x) (t +ᵥ y) ∂μ ∂μ := fun F =>
    (integral_vadd_eq_self (μ := μ) (fun x => ∫ y, F x y ∂μ) (g := t)).symm.trans
      (integral_congr_ae (Filter.Eventually.of_forall fun x =>
        (integral_vadd_eq_self (μ := μ) (fun y => F (t +ᵥ x) y) (g := t)).symm))
  have hs : ∀ (e : G) (x : X), -(e + t) +ᵥ (t +ᵥ x) = -e +ᵥ x := fun e x => by
    rw [vadd_vadd, show -(e + t) + t = -e by abel]
  unfold repulsionIntegral
  refine (key _).trans ?_
  simp only [hs, hw]

end

end PeriodicRepulsionIntegrals
```

```lean
#print axioms PeriodicRepulsionIntegrals.onsite_blochIntegral
-- 'PeriodicRepulsionIntegrals.onsite_blochIntegral' depends on axioms: [propext, Classical.choice, Quot.sound]
#print axioms PeriodicRepulsionIntegrals.translationInvariant_of_conservation
-- 'PeriodicRepulsionIntegrals.translationInvariant_of_conservation' depends on axioms: [propext, Classical.choice, Quot.sound]
#print axioms PeriodicRepulsionIntegrals.repulsionIntegral_momentum_conservation
-- 'PeriodicRepulsionIntegrals.repulsionIntegral_momentum_conservation' depends on axioms: [propext, Classical.choice, Quot.sound]
```

## How the Lean objects map to the lattice

`AddChar G ℂ` is the type of maps that send 0 to 1 and turn addition in G into multiplication in ℂ. Unitarity is not a further hypothesis; it follows from these two properties and the finiteness of G. `TranslationInvariant V` is the common-translation condition, and `blochIntegral` is B, with the first and third factors conjugated as in the chemists' ordering (12|34).

The transform has no prefactor. If each Bloch sum carries |G|^(−1/2), the normalisation for orbitals orthonormal between cells, the integrals are B/|G|². The on-site value then becomes U/|G|.

In `repulsionIntegral`, X is the whole periodic supercell, not the primitive cell, and `-a +ᵥ x` is the point x moved back by a. The functions p, q, r, s are arbitrary; periodised Gaussians are the intended case. The measure μ is invariant under G, as volume is under translations. The hypothesis `hw` says that the real pair interaction is unchanged when both positions are moved by the same lattice vector, as the periodic Coulomb kernel without its zero-wavevector term is.

## How the lemmas carry the argument

`phase_eq_one_iff` is the equivalence between λ(t) = 1 and momentum balance at t; `linear_combination` performs the multiplications by characters and their conjugates. `blochIntegral_translate` relabels the four sums through `Equiv.addRight t` and collects the phase with `ring`.

`crystal_momentum_conservation` argues by contradiction: a nonzero B can be cancelled from B = λ(t)B, which makes λ(t) = 1 for every t and hence the two character products equal. `blochIntegral_of_conserved` measures three cells relative to the first, and `onsite_blochIntegral` evaluates the remaining sums at their single nonzero term.

`eq_zero_of_fourier` exchanges the two sums and uses character orthogonality. In `translationInvariant_of_conservation`, the steps `h1`, `h2` and `h3` remove one transform each, and a last application removes the fourth. The auxiliary `fc` handles the conjugated indices by passing to the inverse character.

`repulsionIntegral_momentum_conservation` applies `integral_vadd_eq_self` once for each electron coordinate, then simplifies the orbital arguments with `hs` and the interaction with `hw`.

## Limits: finite meshes, exact invariance and convergence

The selection rule holds for every finite abelian G, in any lattice dimension, and for every array with exact translation invariance. For the repulsion integrals that invariance is derived from the symmetry of μ and w. The converse concerns general arrays and needs all violating channels to vanish, not a sample of them.

The infinite crystal and its continuous Brillouin zone are a different setting. A mesh shifted off Γ by a vector that is not itself a mesh vector does not consist of characters of this G; if the shift is commensurate, a larger supercell can contain it.

No integrability is assumed, because Lean assigns the value 0 to a divergent integral. Convergence of the Coulomb integrals for a given basis therefore has to be established separately. Rounding, lattice-sum truncation and density fitting enter only through the array they produce: where they break its invariance, the rule no longer applies to it, and the file gives no bound on the size of the resulting violations.
